# A Common Jastrow Factor Removes the Nuclear Cusps of Two Channels Exactly When \(Z_l/(l+1)=Z_m/(m+1)\)

An effective core potential can act differently on s, p and d electrons. Suppose that its channel of angular momentum \(l\) behaves like \(-Z_l/r\) near the nucleus. The radial functions then have cusps there, and a quantum Monte Carlo trial function that misses them has a local energy that can diverge as \(1/r\). A Jastrow factor \(e^{J(r)}\) can supply a cusp to orbitals that lack one, such as Gaussians, but the same \(J\) multiplies every channel. When can it serve two of them?

We answer this for one electron in a spherical potential, with channel functions that do not vanish at the nucleus once the factor \(r^l\) is removed.

## The slope each channel demands

In atomic units, the radial function \(R\) at energy \(E\) in a channel potential \(V\) obeys

\[
-\tfrac12\Big(R''+\tfrac2r R'\Big)+\Big(\tfrac{l(l+1)}{2r^2}+V\Big)R=ER .
\]

Write \(R=r^l f\). Then

\[
R'=r^l\Big(f'+\tfrac lr f\Big),\qquad
R''=r^l\Big(f''+\tfrac{2l}{r}f'+\tfrac{l(l-1)}{r^2}f\Big).
\]

In \(R''+2R'/r\) the terms in \(f/r^2\) add up to \(l(l-1)+2l=l(l+1)\), which cancels the centrifugal term. Multiplying the remainder by \(-2r/r^l\) gives

\[
r f''+2(l+1)f'+2r(E-V)f=0,\qquad r>0 .
\]

Let \(f\) be twice continuously differentiable and let \(rV(r)\to -Z\) as \(r\to0^+\). The number \(Z\) is the strength of the Coulomb singularity: the nuclear charge for a bare nucleus, and zero for a potential that stays finite. In the limit \(rf''\) and \(2rEf\) vanish, while \(-2rVf\to 2Zf(0)\). Hence

\[
2(l+1)f'(0)+2Zf(0)=0,\qquad f'(0)=-\frac{Z}{l+1}f(0).
\]

Now let \(f=e^{J}g\) for \(r\ge0\), with \(g'(0)=0\) and \(J'(0)=j\), both derivatives taken from the right. The product rule gives

\[
f'(0)=e^{J(0)}\big(j\,g(0)+g'(0)\big)=j f(0).
\]

If \(f(0)\neq0\), comparison with the cusp condition yields \(j=-Z/(l+1)\). Conversely, for this \(j\) the function \(g=e^{-J}f\) has slope \(e^{-J(0)}\big(f'(0)-jf(0)\big)=0\).

Two channels \(l\) and \(m\) therefore share a Jastrow factor only if \(Z_l/(l+1)=Z_m/(m+1)\). When the ratios agree, \(J(r)=-Z_l r/(l+1)\) works for both. A bare nucleus fails the test: its s channel asks for slope \(-Z\) and its p channel for \(-Z/2\). Potentials that are finite at the nucleus pass it, since every slope is then zero.

## Hamiltonian, channel solutions and cusp removal in Lean

The development works with real functions of a real variable.

```lean
import Mathlib

open Set Filter Topology

namespace ChannelCusps

noncomputable section
```

The radial Hamiltonian is written out in full, so that the reduced equation can be compared with it.

```lean
/-- The radial Hamiltonian of angular momentum `l` in atomic units, with channel potential `V`,
acting on a radial function `R` at a distance `r > 0`. -/
def radialH (l : ℕ) (V R : ℝ → ℝ) (r : ℝ) : ℝ :=
  -(1 / 2) * (deriv (deriv R) r + 2 / r * deriv R r)
    + (l * (l + 1) / (2 * r ^ 2) + V r) * R r
```

A channel solution consists of three conditions: smoothness, the Coulomb limit and the reduced equation.

```lean
/-- `f` is a twice continuously differentiable solution of the reduced radial equation at energy
`E`, in a channel whose potential `V` behaves at the nucleus like that of a charge `Z`:
`r V(r)` tends to `-Z`. -/
structure IsChannelSolution (l : ℕ) (Z E : ℝ) (V f : ℝ → ℝ) : Prop where
  smooth : ContDiff ℝ 2 f
  charge : Tendsto (fun r => r * V r) (𝓝[>] 0) (𝓝 (-Z))
  eqn : ∀ r > 0, r * deriv (deriv f) r + 2 * (l + 1) * deriv f r
    + 2 * r * (E - V r) * f r = 0
```

The filter `𝓝[>] 0` expresses \(r\to0^+\). Smoothness is required on the whole line, but the equation only for \(r>0\), so values at negative \(r\) merely extend \(f\) through the origin. Nothing is asked at large \(r\): \(E\) need not be a bound-state energy, and \(f\) need not be normalisable. Smoothness up to the nucleus is assumed, not derived from the equation.

```lean
/-- The Jastrow factor `exp J` removes the cusp of `f`: for `r ≥ 0` one has `f = exp(J) g`,
where `g` has zero slope at the nucleus. -/
def RemovesCusp (J f : ℝ → ℝ) : Prop :=
  ∃ g : ℝ → ℝ, (∀ r ≥ 0, f r = Real.exp (J r) * g r) ∧ HasDerivWithinAt g 0 (Ici 0) 0
```

Here `HasDerivWithinAt g 0 (Ici 0) 0` says that \(g\) has right-hand derivative zero at the origin. The factorisation is required only for \(r\ge0\), and \(g\) need not be smooth elsewhere.

## From the Schrödinger equation to the cusp condition

The first lemma extracts from `ContDiff ℝ 2 f` the derivatives and the continuity used below.

```lean
/-- A twice continuously differentiable function has a differentiable first derivative and a
continuous second derivative. -/
theorem regularity {f : ℝ → ℝ} (hf : ContDiff ℝ 2 f) :
    Differentiable ℝ f ∧ Differentiable ℝ (deriv f) ∧ Continuous (deriv (deriv f)) := by
  have h : ContDiff ℝ (1 + 1) f := by
    rw [one_add_one_eq_two]
    exact hf
  have h' := contDiff_succ_iff_deriv.1 h
  exact ⟨h'.1, contDiff_one_iff_deriv.1 h'.2.2⟩
```

The next theorem is the substitution \(R=r^lf\).

```lean
/-- At `r > 0`, the function `r^l f(r)` with `f` twice continuously differentiable satisfies the
radial Schrödinger equation exactly when `f` satisfies the reduced equation. -/
theorem radial_iff_reduced (l : ℕ) (V : ℝ → ℝ) (E : ℝ) {f : ℝ → ℝ} (hf : ContDiff ℝ 2 f)
    {r : ℝ} (hr : 0 < r) :
    radialH l V (fun s => s ^ l * f s) r = E * (r ^ l * f r) ↔
      r * deriv (deriv f) r + 2 * (l + 1) * deriv f r + 2 * r * (E - V r) * f r = 0 := by
  obtain ⟨hd, hd', -⟩ := regularity hf
  have hr0 : r ≠ 0 := hr.ne'
  have p : ∀ s : ℝ, 0 < s → HasDerivAt (fun x : ℝ => x ^ l) (l / s * s ^ l) s := by
    intro s hs
    have hs0 : s ≠ 0 := hs.ne'
    refine (hasDerivAt_pow l s).congr_deriv ?_
    cases l with
    | zero => simp
    | succ n =>
      rw [Nat.add_sub_cancel, pow_succ]
      field_simp
  -- first derivative of the full radial function
  have h1 : ∀ s : ℝ, 0 < s → HasDerivAt (fun x => x ^ l * f x)
      (s ^ l * (deriv f s + l / s * f s)) s := fun s hs =>
    ((p s hs).fun_mul (hd s).hasDerivAt).congr_deriv (by ring)
  have hev : deriv (fun x => x ^ l * f x) =ᶠ[𝓝 r]
      fun s => s ^ l * (deriv f s + l / s * f s) := by
    filter_upwards [Ioi_mem_nhds hr] with s hs
    exact (h1 s hs).deriv
  -- second derivative
  have h2 : HasDerivAt (fun s => s ^ l * (deriv f s + l / s * f s))
      (r ^ l * (deriv (deriv f) r + 2 * l / r * deriv f r + l * (l - 1) / r ^ 2 * f r)) r := by
    refine ((p r hr).fun_mul ((hd' r).hasDerivAt.fun_add
      (((hasDerivAt_const r (l : ℝ)).fun_div (hasDerivAt_id' r) hr0).fun_mul
        (hd r).hasDerivAt))).congr_deriv ?_
    field_simp
    ring
  have key : radialH l V (fun s => s ^ l * f s) r - E * (r ^ l * f r) =
      -(r ^ l / (2 * r)) * (r * deriv (deriv f) r + 2 * (l + 1) * deriv f r
        + 2 * r * (E - V r) * f r) := by
    unfold radialH
    rw [hev.deriv_eq, h2.deriv, (h1 r hr).deriv]
    field_simp
    ring
  have hne : -(r ^ l / (2 * r)) ≠ 0 := neg_ne_zero.2 (by positivity)
  constructor
  · intro h
    rw [h, sub_self] at key
    exact (mul_eq_zero.1 key.symm).resolve_left hne
  · intro h
    rw [h, mul_zero] at key
    exact sub_eq_zero.1 key
```

The facts `h1` and `h2` are the two derivatives computed above. The identity `key` states that \((H-E)R\) equals \(-r^l/(2r)\) times the left side of the reduced equation. This prefactor is nonzero for \(r>0\), so each equation implies the other.

```lean
/-- Cusp condition in channel `l`: the slope of a channel solution at the nucleus is
`-Z/(l+1)` times its value there. -/
theorem cusp_condition {l : ℕ} {Z E : ℝ} {V f : ℝ → ℝ} (hf : IsChannelSolution l Z E V f) :
    deriv f 0 = -Z / (l + 1) * f 0 := by
  obtain ⟨hd, hd', hc⟩ := regularity hf.smooth
  have hid : Tendsto (fun r : ℝ => r) (𝓝[>] 0) (𝓝 0) :=
    tendsto_nhdsWithin_of_tendsto_nhds tendsto_id
  have t0 : Tendsto f (𝓝[>] 0) (𝓝 (f 0)) :=
    tendsto_nhdsWithin_of_tendsto_nhds (hd.continuous.tendsto 0)
  have t1 : Tendsto (deriv f) (𝓝[>] 0) (𝓝 (deriv f 0)) :=
    tendsto_nhdsWithin_of_tendsto_nhds (hd'.continuous.tendsto 0)
  have t2 : Tendsto (deriv (deriv f)) (𝓝[>] 0) (𝓝 (deriv (deriv f) 0)) :=
    tendsto_nhdsWithin_of_tendsto_nhds (hc.tendsto 0)
  -- the left side of the radial equation has a limit at the nucleus, and it vanishes
  have hL : Tendsto (fun r => r * deriv (deriv f) r + 2 * ((l : ℝ) + 1) * deriv f r
      + 2 * (r * E - r * V r) * f r) (𝓝[>] 0)
      (𝓝 (0 * deriv (deriv f) 0 + 2 * ((l : ℝ) + 1) * deriv f 0
        + 2 * (0 * E - -Z) * f 0)) :=
    ((hid.mul t2).add (t1.const_mul (2 * ((l : ℝ) + 1)))).add
      ((((hid.mul_const E).sub hf.charge).const_mul 2).mul t0)
  have h0 : Tendsto (fun r => r * deriv (deriv f) r + 2 * ((l : ℝ) + 1) * deriv f r
      + 2 * (r * E - r * V r) * f r) (𝓝[>] 0) (𝓝 0) := by
    refine tendsto_const_nhds.congr' ?_
    filter_upwards [self_mem_nhdsWithin] with r hr
    linear_combination -(hf.eqn r hr)
  have key := tendsto_nhds_unique hL h0
  have hl : (l : ℝ) + 1 ≠ 0 := by positivity
  field_simp
  linear_combination key / 2
```

The proof takes the limit term by term. In `hL` the potential appears only in the product \(rV(r)\), whose limit is known. The same expression is zero for all \(r>0\), which is `h0`, and uniqueness of limits gives the cusp condition.

## One exponent for two channels

```lean
/-- For a channel solution that is nonzero at the nucleus, a Jastrow exponent with slope `j`
there removes the cusp exactly when `j = -Z/(l+1)`. -/
theorem removesCusp_iff {l : ℕ} {Z E j : ℝ} {V f J : ℝ → ℝ}
    (hf : IsChannelSolution l Z E V f) (h0 : f 0 ≠ 0) (hJ : HasDerivWithinAt J j (Ici 0) 0) :
    RemovesCusp J f ↔ j = -Z / (l + 1) := by
  have hfd : HasDerivWithinAt f (deriv f 0) (Ici 0) 0 :=
    ((regularity hf.smooth).1 0).hasDerivAt.hasDerivWithinAt
  have hcusp := cusp_condition hf
  constructor
  · rintro ⟨g, hfg, hg⟩
    -- the product rule gives a second expression for the slope of `f`
    have hp : HasDerivWithinAt f
        (Real.exp (J 0) * j * g 0 + Real.exp (J 0) * 0) (Ici 0) 0 :=
      (hJ.exp.mul hg).congr (fun r hr => hfg r hr) (hfg 0 le_rfl)
    have u : UniqueDiffWithinAt ℝ (Ici (0 : ℝ)) 0 := uniqueDiffOn_Ici 0 0 self_mem_Ici
    have e := (hfd.derivWithin u).symm.trans (hp.derivWithin u)
    apply mul_right_cancel₀ h0
    linear_combination hcusp - e + j * hfg 0 le_rfl
  · intro hj
    refine ⟨fun r => Real.exp (-J r) * f r, ?_, ?_⟩
    · intro r _
      show f r = Real.exp (J r) * (Real.exp (-J r) * f r)
      rw [← mul_assoc, ← Real.exp_add, add_neg_cancel, Real.exp_zero, one_mul]
    · refine (hJ.neg.exp.mul hfd).congr_deriv ?_
      rw [hcusp, hj]
      ring
```

In the forward direction, `hp` is the product rule applied to \(e^Jg\), and `hfd` is the derivative \(f\) already has. One-sided derivatives on \([0,\infty)\) are unique, so the two agree, and \(f(0)\ne0\) allows the division. The reverse direction uses \(g=e^{-J}f\).

```lean
/-- Two channel solutions, both nonzero at the nucleus, admit one common cusp-removing Jastrow
factor with differentiable exponent there if and only if `Z_l/(l+1) = Z_m/(m+1)`. -/
theorem common_jastrow_iff {l m : ℕ} {Zl Zm El Em : ℝ} {Vl Vm fl fm : ℝ → ℝ}
    (hl : IsChannelSolution l Zl El Vl fl) (hm : IsChannelSolution m Zm Em Vm fm)
    (hl0 : fl 0 ≠ 0) (hm0 : fm 0 ≠ 0) :
    (∃ J : ℝ → ℝ, DifferentiableWithinAt ℝ J (Ici 0) 0 ∧ RemovesCusp J fl ∧ RemovesCusp J fm)
      ↔ Zl / (l + 1) = Zm / (m + 1) := by
  constructor
  · rintro ⟨J, hJ, h1, h2⟩
    have a := (removesCusp_iff hl hl0 hJ.hasDerivWithinAt).1 h1
    have b := (removesCusp_iff hm hm0 hJ.hasDerivWithinAt).1 h2
    linear_combination a - b
  · intro h
    -- a linear exponent with the common slope suffices
    have hJ : HasDerivWithinAt (fun r : ℝ => -Zl / (l + 1) * r) (-Zl / (l + 1)) (Ici 0) 0 :=
      (((hasDerivAt_id' (0 : ℝ)).const_mul (-Zl / ((l : ℝ) + 1))).congr_deriv
        (mul_one _)).hasDerivWithinAt
    exact ⟨_, hJ.differentiableWithinAt, (removesCusp_iff hl hl0 hJ).2 rfl,
      (removesCusp_iff hm hm0 hJ).2 (by linear_combination -h)⟩
```

The exponent \(J\) needs only a right-hand derivative at the nucleus. Each channel keeps its own potential, charge and energy. Necessity applies the previous theorem twice to the same slope; sufficiency uses the linear exponent.

```lean
/-- If two channels of different angular momentum have the same nonzero charge `Z`, no Jastrow
factor with differentiable exponent at the nucleus removes the cusps of both solutions, when
these are nonzero there. -/
theorem no_common_jastrow {l m : ℕ} {Z El Em : ℝ} {Vl Vm fl fm : ℝ → ℝ}
    (hl : IsChannelSolution l Z El Vl fl) (hm : IsChannelSolution m Z Em Vm fm)
    (hl0 : fl 0 ≠ 0) (hm0 : fm 0 ≠ 0) (hZ : Z ≠ 0) (hlm : l ≠ m) :
    ¬ ∃ J : ℝ → ℝ, DifferentiableWithinAt ℝ J (Ici 0) 0 ∧
      RemovesCusp J fl ∧ RemovesCusp J fm := by
  rw [common_jastrow_iff hl hm hl0 hm0]
  intro h
  rw [div_eq_div_iff (by positivity) (by positivity)] at h
  have h' := mul_left_cancel₀ hZ h
  have h'' : (l : ℝ) = m := by linarith
  exact hlm (by exact_mod_cast h'')
```

With equal nonzero charges the criterion becomes \(Z(m+1)=Z(l+1)\), which forces \(l=m\).

## Coulomb functions as an example

```lean
/-- For the Coulomb potential `-Z/r`, the function `exp(-Z r/(l+1))` is a channel solution at
energy `-Z²/(2(l+1)²)`. -/
theorem coulomb_witness (l : ℕ) (Z : ℝ) :
    IsChannelSolution l Z (-(Z / (l + 1)) ^ 2 / 2) (fun r => -Z / r)
      (fun r => Real.exp (-(Z / (l + 1)) * r)) := by
  have d : ∀ k r : ℝ, HasDerivAt (fun x => Real.exp (k * x)) (k * Real.exp (k * r)) r :=
    fun k r => ((hasDerivAt_id' r).const_mul k).exp.congr_deriv (by ring)
  have d1 : ∀ k : ℝ, deriv (fun x => Real.exp (k * x)) = fun r => k * Real.exp (k * r) :=
    fun k => funext fun r => (d k r).deriv
  have hl : (l : ℝ) + 1 ≠ 0 := by positivity
  have hk : Z / ((l : ℝ) + 1) * (l + 1) = Z := div_mul_cancel₀ Z hl
  refine ⟨by fun_prop, ?_, ?_⟩
  · refine tendsto_const_nhds.congr' ?_
    filter_upwards [self_mem_nhdsWithin] with r hr
    have hr0 : r ≠ 0 := (mem_Ioi.1 hr).ne'
    exact (mul_div_cancel₀ (-Z) hr0).symm
  · intro r hr
    have hV : r * (-Z / r) = -Z := by
      have hr0 : r ≠ 0 := ne_of_gt hr
      field_simp
    rw [d1, ((d (-(Z / ((l : ℝ) + 1))) r).const_mul (-(Z / ((l : ℝ) + 1)))).deriv]
    linear_combination (-2 * Real.exp (-(Z / ((l : ℝ) + 1)) * r)) * hk
      - 2 * Real.exp (-(Z / ((l : ℝ) + 1)) * r) * hV

end

end ChannelCusps
```

With \(k=Z/(l+1)\) and \(f=e^{-kr}\), the left side of the reduced equation is \(\big(rk^2-2(l+1)k-rk^2+2Z\big)e^{-kr}=0\). Since \(f(0)=1\), these functions meet the hypotheses of the two-channel theorems. For \(Z>0\), the cases \(l=0\) and \(l=1\) are the unnormalised 1s and 2p functions of a hydrogen-like ion, with the factor \(r\) removed from 2p; no single Jastrow factor removes both cusps.

```lean
#print axioms ChannelCusps.radial_iff_reduced
#print axioms ChannelCusps.no_common_jastrow
```

```
'ChannelCusps.radial_iff_reduced' depends on axioms: [propext, Classical.choice, Quot.sound]
'ChannelCusps.no_common_jastrow' depends on axioms: [propext, Classical.choice, Quot.sound]
```

## The cusp between two electrons

The same limit treats the relative motion of two electrons at distance \(r\). The reduced mass is \(1/2\) and the repulsion is \(1/r\), so the reduced equation reads

\[
r f''+2(l+1)f'+r\Big(E-\frac1r\Big)f=0 .
\]

Letting \(r\to0^+\) gives \(f'(0)=f(0)/\big(2(l+1)\big)\). When \(f(0)\neq0\), the slope asked of \(J\) is \(f'(0)/f(0)\): \(1/2\) for \(l=0\), usually the leading wave of a singlet pair, and \(1/4\) for \(l=1\), usually that of a triplet pair. Here too, a single function of the distance cannot supply both.
